# Two-level Hammer–Nørskov expansion: the interaction energy to order V²

To estimate how the bond between an adsorbate and a metal surface changes from one transition metal to the next, one can insert the d-band centre, the filling and a coupling matrix element into a term of second order in the coupling. For non-interacting electrons and a d band reduced to a single level, that term follows from a 2×2 secular equation.

## Two levels, their coupling and their overlap

An adsorbate level lies at −D/2 and a metal d level at D/2, so D is their separation and the zero of energy is their midpoint. The Hamiltonian matrix H has off-diagonal element V. The orbitals are normalised and real, and the overlap matrix S has off-diagonal element −αV.

The constant α, an inverse energy, is postulated. It stands for the observation that coupling and overlap both grow as the two orbitals interpenetrate, and it makes them strictly proportional. Because the orbitals overlap, moving the zero of energy would change the off-diagonal element of H; V here is its value with the zero at the midpoint.

```lean
import Mathlib

open Filter Topology

namespace HammerNorskov

noncomputable section

/-- Hamiltonian of an adsorbate level at `-D/2` and a metal d level at `D/2`, coupled by `V`. -/
def hamiltonian (D V : ℝ) : Matrix (Fin 2) (Fin 2) ℝ :=
  !![-(D / 2), V; V, D / 2]

/-- Overlap matrix of two normalised orbitals whose overlap is `-α V`. -/
def overlap (α V : ℝ) : Matrix (Fin 2) (Fin 2) ℝ :=
  !![1, -(α * V); -(α * V), 1]
```

The next three definitions are closed expressions in D, α and V: a square root R (`root`) and two energies E₋ (`lowerLevel`) and E₊ (`upperLevel`). That these energies are the coupled levels has to be shown, in (b) and (c).

```lean
/-- The square root that appears in the solution of the two-level secular equation,
used for `(α V)² < 1`. -/
def root (D α V : ℝ) : ℝ :=
  √((1 - (α * V) ^ 2) * D ^ 2 / 4 + V ^ 2)

/-- The lower level `E₋` of the coupled pair, for `(α V)² < 1`. -/
def lowerLevel (D α V : ℝ) : ℝ :=
  (α * V ^ 2 - root D α V) / (1 - (α * V) ^ 2)

/-- The upper level `E₊` of the coupled pair, for `(α V)² < 1`. -/
def upperLevel (D α V : ℝ) : ℝ :=
  (α * V ^ 2 + root D α V) / (1 - (α * V) ^ 2)
```

Let D > 0, so that the adsorbate level is the lower one before coupling. Two electrons occupy the lower level and 2f the upper one, before and after coupling. The interaction energy is the change in the sum of one-electron energies:

ΔE = 2(E₋ + D/2) + 2f(E₊ − D/2)

Physically 0 ≤ f ≤ 1, but the theorems hold for every real f. The width of the d band, the coupling to the metal sp states and electron–electron repulsion are absent from the model.

```lean
/-- Change of the one-electron energy on coupling, with two electrons in the lower level and `2 f`
in the upper one, for `D > 0` and `(α V)² < 1`. -/
def interactionEnergy (D α f V : ℝ) : ℝ :=
  2 * (lowerLevel D α V + D / 2) + 2 * f * (upperLevel D α V - D / 2)
```

## (a) The determinant as a scalar equation

Show that det(H − E S) = 0 is equivalent to

E² − D²/4 = V²(1 + αE)²

The diagonal elements of H − E S are −D/2 − E and D/2 − E. Both off-diagonal elements are V + αVE = V(1 + αE). Hence

det(H − E S) = (−D/2 − E)(D/2 − E) − V²(1 + αE)² = E² − D²/4 − V²(1 + αE)²

and this vanishes exactly when the scalar equation holds. The Lean proof expands the determinant with `Matrix.det_fin_two` in the same way. The statement holds for all real D, α, V and E.

```lean
/-- The determinant condition `det (H - E S) = 0` is the scalar secular equation
`E² - D²/4 = V² (1 + α E)²`. -/
theorem secular_equation (D α V E : ℝ) :
    (hamiltonian D V - E • overlap α V).det = 0 ↔
      E ^ 2 - D ^ 2 / 4 = V ^ 2 * (1 + α * E) ^ 2 := by
  have h : (hamiltonian D V - E • overlap α V).det =
      E ^ 2 - D ^ 2 / 4 - V ^ 2 * (1 + α * E) ^ 2 := by
    simp [hamiltonian, overlap, Matrix.det_fin_two]
    ring
  rw [h, sub_eq_zero]
```

## (b) Solving for the levels

Let (αV)² < 1, which says that the two orbitals are linearly independent. Show that the solutions of the secular equation are exactly

E₋ = (αV² − R)/(1 − (αV)²) and E₊ = (αV² + R)/(1 − (αV)²)

with R = √((1 − (αV)²)D²/4 + V²).

Write a = 1 − (αV)², which is positive. Collecting powers of E in the scalar equation gives

aE² − 2αV²E − (D²/4 + V²) = 0

Multiply by a and complete the square:

(aE − αV²)² = α²V⁴ + aD²/4 + aV² = aD²/4 + V² = R²

The middle step uses α²V² + a = 1. Therefore aE = αV² ± R, and division by a gives the two energies. Each step can be reversed because a ≠ 0.

In Lean, `hr` records the value of R². The first `linear_combination` produces the factored form of the completed square, and `mul_eq_zero` splits it into the two cases. The converse recovers a times the secular equation and cancels a.

```lean
/-- If the overlap is smaller than one in magnitude, the solutions of the secular equation
are exactly the lower and the upper level. -/
theorem secular_iff_levels (D α V E : ℝ) (hS : (α * V) ^ 2 < 1) :
    (hamiltonian D V - E • overlap α V).det = 0 ↔
      E = lowerLevel D α V ∨ E = upperLevel D α V := by
  have ha : 0 < 1 - (α * V) ^ 2 := by linarith
  have hr : root D α V ^ 2 = (1 - (α * V) ^ 2) * D ^ 2 / 4 + V ^ 2 :=
    Real.sq_sqrt (by positivity)
  rw [secular_equation, lowerLevel, upperLevel, eq_div_iff ha.ne', eq_div_iff ha.ne']
  constructor
  · intro h
    -- complete the square and factor
    have hp : (E * (1 - (α * V) ^ 2) - α * V ^ 2 + root D α V) *
        (E * (1 - (α * V) ^ 2) - α * V ^ 2 - root D α V) = 0 := by
      linear_combination (1 - (α * V) ^ 2) * h - hr
    rcases mul_eq_zero.1 hp with h1 | h1
    · left; linarith
    · right; linarith
  · intro h
    have hp : (1 - (α * V) ^ 2) *
        (E ^ 2 - D ^ 2 / 4 - V ^ 2 * (1 + α * E) ^ 2) = 0 := by
      rcases h with h | h
      · linear_combination (E * (1 - (α * V) ^ 2) - α * V ^ 2 - root D α V) * h + hr
      · linear_combination (E * (1 - (α * V) ^ 2) - α * V ^ 2 + root D α V) * h + hr
    exact sub_eq_zero.1 ((mul_eq_zero.1 hp).resolve_left ha.ne')
```

## (c) The order of the levels

For D > 0 and (αV)² < 1, show that

E₋ < E₊

The difference is E₊ − E₋ = 2R/a. Since R² ≥ aD²/4 > 0, both R and a are positive, and so is the difference. The secular equation therefore has two distinct real solutions, with E₋ the lower. The proof compares the two numerators and divides by the common positive denominator.

```lean
/-- For `D > 0` and an overlap smaller than one in magnitude the two levels are distinct,
with `E₋ < E₊`. -/
theorem lower_lt_upper (D α V : ℝ) (hD : 0 < D) (hS : (α * V) ^ 2 < 1) :
    lowerLevel D α V < upperLevel D α V := by
  have ha : 0 < 1 - (α * V) ^ 2 := by linarith
  have hr : 0 < root D α V := Real.sqrt_pos.2 (by positivity)
  exact div_lt_div_of_pos_right (by linarith) ha
```

## (d) The shift of a single level

Suppose that a level E(V) tends to e ≠ 0 as V → 0 and satisfies E² − e² = V²(1 + αE)² for all sufficiently small nonzero V. Show that

(E(V) − e)/V² → (1 + αe)²/(2e)

Factor the left side of the secular equation:

(E − e)(E + e) = V²(1 + αE)²

Since E + e tends to 2e ≠ 0, it is nonzero for small V, and division gives an exact identity:

(E − e)/V² = (1 + αE)²/(E + e)

The right side tends to (1 + αe)²/(2e). No power series of E(V) is needed.

In the Lean statement, `𝓝[≠] 0` means that V approaches zero from either side without being zero, and `∀ᶠ` means "for all V close enough to zero". The limits `hnum` and `hden` are those of the numerator and the denominator. The `filter_upwards` step establishes the exact identity near V = 0.

```lean
/-- A level that solves the secular equation at weak coupling and tends to `e ≠ 0` as `V → 0`
is shifted by `V² (1 + α e)² / (2 e)` to leading order. -/
theorem level_shift (α e : ℝ) (E : ℝ → ℝ) (he : e ≠ 0)
    (hE : Tendsto E (𝓝[≠] 0) (𝓝 e))
    (hsec : ∀ᶠ V in 𝓝[≠] (0 : ℝ), E V ^ 2 - e ^ 2 = V ^ 2 * (1 + α * E V) ^ 2) :
    Tendsto (fun V => (E V - e) / V ^ 2) (𝓝[≠] 0) (𝓝 ((1 + α * e) ^ 2 / (2 * e))) := by
  have h2 : 2 * e ≠ 0 := mul_ne_zero two_ne_zero he
  have hden : Tendsto (fun V => E V + e) (𝓝[≠] 0) (𝓝 (2 * e)) := by
    rw [two_mul]
    exact hE.add_const e
  have hnum : Tendsto (fun V => (1 + α * E V) ^ 2) (𝓝[≠] 0) (𝓝 ((1 + α * e) ^ 2)) :=
    ((hE.const_mul α).const_add 1).pow 2
  refine (hnum.div hden h2).congr' ?_
  -- away from V = 0 the quotient is exact, since E² - e² factors
  filter_upwards [hsec, hden.eventually_ne h2, self_mem_nhdsWithin] with V h hne hV
  have hV' : V ≠ 0 := hV
  change (1 + α * E V) ^ 2 / (E V + e) = (E V - e) / V ^ 2
  rw [div_eq_div_iff hne (pow_ne_zero 2 hV')]
  linear_combination -h
```

## (e) Weak coupling implies small overlap

Show that for every real α, all sufficiently small nonzero V satisfy

(αV)² < 1

If α = 0 this is immediate; otherwise |V| < 1/|α| suffices. The Lean proof uses continuity: (αV)² tends to 0, so it eventually falls below 1. This makes the result of (b) available throughout the limit V → 0.

```lean
/-- At weak coupling the overlap `-α V` is smaller than one in magnitude. -/
theorem eventually_small_overlap (α : ℝ) : ∀ᶠ V in 𝓝[≠] (0 : ℝ), (α * V) ^ 2 < 1 := by
  have hc : Continuous fun V : ℝ => (α * V) ^ 2 := by fun_prop
  exact ((hc.tendsto 0).mono_left nhdsWithin_le_nhds).eventually_lt_const (by simp)
```

## (f) Both level shifts

For D > 0, show that as V → 0

(E₋ + D/2)/V² → −(1 − αD/2)²/D

(E₊ − D/2)/V² → (1 + αD/2)²/D

At V = 0 the square root is R = D/2, because D is positive, and the denominator in (b) is 1. Thus E₋ = −D/2 and E₊ = D/2 there. Both expressions are continuous at V = 0, so the levels tend to these values. By (b) and (e) they also solve the secular equation for small V. Part (d) with e = −D/2 gives the first limit, and with e = D/2 the second.

The levels repel each other, and for α > 0 the overlap makes the upward shift larger than the downward one.

In the proof, `hlc` and `huc` are the continuity statements, `hl` and `hu` the resulting limits, and `level_shift` is applied once to each level.

```lean
/-- For `D > 0`, the lower level moves by `-V² (1 - α D/2)² / D` and the upper level by
`V² (1 + α D/2)² / D`, to leading order in `V`. -/
theorem both_shifts (D α : ℝ) (hD : 0 < D) :
    Tendsto (fun V => (lowerLevel D α V + D / 2) / V ^ 2) (𝓝[≠] 0)
        (𝓝 (-((1 - α * D / 2) ^ 2 / D))) ∧
      Tendsto (fun V => (upperLevel D α V - D / 2) / V ^ 2) (𝓝[≠] 0)
        (𝓝 ((1 + α * D / 2) ^ 2 / D)) := by
  have hr : root D α 0 = D / 2 := by
    rw [root, show (1 - (α * 0) ^ 2) * D ^ 2 / 4 + 0 ^ 2 = (D / 2) ^ 2 by ring]
    exact Real.sqrt_sq (by positivity)
  have hl0 : lowerLevel D α 0 = -(D / 2) := by simp [lowerLevel, hr]
  have hu0 : upperLevel D α 0 = D / 2 := by simp [upperLevel, hr]
  -- both levels are continuous at zero coupling
  have hlc : ContinuousAt (fun V => lowerLevel D α V) 0 := by
    unfold lowerLevel root
    exact ContinuousAt.div (by fun_prop) (by fun_prop) (by simp)
  have huc : ContinuousAt (fun V => upperLevel D α V) 0 := by
    unfold upperLevel root
    exact ContinuousAt.div (by fun_prop) (by fun_prop) (by simp)
  have hl : Tendsto (fun V => lowerLevel D α V) (𝓝[≠] 0) (𝓝 (lowerLevel D α 0)) :=
    hlc.tendsto.mono_left nhdsWithin_le_nhds
  have hu : Tendsto (fun V => upperLevel D α V) (𝓝[≠] 0) (𝓝 (upperLevel D α 0)) :=
    huc.tendsto.mono_left nhdsWithin_le_nhds
  rw [hl0] at hl
  rw [hu0] at hu
  constructor
  · have h := level_shift α (-(D / 2)) _ (by linarith) hl (by
      filter_upwards [eventually_small_overlap α] with V hV
      have := (secular_equation D α V _).1 ((secular_iff_levels D α V _ hV).2 (Or.inl rfl))
      linear_combination this)
    rw [show -((1 - α * D / 2) ^ 2 / D) = (1 + α * -(D / 2)) ^ 2 / (2 * -(D / 2)) by
      rw [show 2 * -(D / 2) = -D by ring, div_neg]
      ring]
    exact h.congr fun V => by rw [sub_neg_eq_add]
  · have h := level_shift α (D / 2) _ (by positivity) hu (by
      filter_upwards [eventually_small_overlap α] with V hV
      have := (secular_equation D α V _).1 ((secular_iff_levels D α V _ hV).2 (Or.inr rfl))
      linear_combination this)
    rw [show (1 + α * D / 2) ^ 2 / D = (1 + α * (D / 2)) ^ 2 / (2 * (D / 2)) by
      rw [show 2 * (D / 2) = D by ring]
      ring]
    exact h
```

## (g) The interaction energy

For D > 0 and any real α and f, show that as V → 0

ΔE/V² → −2(1 − f)(1/D + α²D/4) + 2(1 + f)α

Weight the limits in (f) by the occupations 2 and 2f:

ΔE/V² → −2(1 − αD/2)²/D + 2f(1 + αD/2)²/D

Expanding the squares gives

(1 ∓ αD/2)²/D = 1/D ∓ α + α²D/4

The terms 1/D and α²D/4 carry the factor −2 + 2f = −2(1 − f), and α carries 2 + 2f = 2(1 + f). This is the stated limit.

The part with 1/D is the gain from hybridisation, which disappears when the upper level is full. The other parts come from the overlap. For α > 0 the term 2(1 + f)α is a repulsion, which grows with filling. The familiar d-band estimate keeps only first order in α and so lacks α²D/4.

In Lean, `const_mul` and `add` form the weighted sum of the limits, and `hL` is the algebraic identity between the two forms of the coefficient. The theorem fixes the leading coefficient but gives no bound on the error at finite V.

```lean
/-- Hammer-Norskov expansion: for `D > 0` the interaction energy divided by `V²` tends to
`-2 (1 - f) (1/D + α² D/4) + 2 (1 + f) α` as the coupling `V` tends to zero. -/
theorem hammer_norskov (D α f : ℝ) (hD : 0 < D) :
    Tendsto (fun V => interactionEnergy D α f V / V ^ 2) (𝓝[≠] 0)
      (𝓝 (-2 * (1 - f) * (1 / D + α ^ 2 * D / 4) + 2 * (1 + f) * α)) := by
  obtain ⟨hl, hu⟩ := both_shifts D α hD
  have h := (hl.const_mul 2).add (hu.const_mul (2 * f))
  -- the weighted sum of the two shifts is the stated coefficient
  have hL : -2 * (1 - f) * (1 / D + α ^ 2 * D / 4) + 2 * (1 + f) * α =
      2 * -((1 - α * D / 2) ^ 2 / D) + 2 * f * ((1 + α * D / 2) ^ 2 / D) := by
    field_simp
    ring
  rw [hL]
  refine h.congr fun V => ?_
  simp only [interactionEnergy]
  ring
```

## (h) When weak coupling binds

Let D > 0. Show that ΔE < 0 for all sufficiently small nonzero V if

f(2 + αD)² < (2 − αD)²

Over a common denominator, the limit in (g) is

[f(2 + αD)² − (2 − αD)²]/(2D)

Under the stated condition it is negative. Then ΔE/V² is negative for all small enough V ≠ 0, and since V² > 0, so is ΔE. Without overlap, α = 0, the condition reduces to f < 1.

The Lean proof rewrites the coefficient with `hL`, uses `eventually_lt_const` to carry its sign over to the quotient, and obtains the sign of ΔE by contradiction. How small V has to be depends on D, α and f.

```lean
/-- For `D > 0` and a filling with `f (2 + α D)² < (2 - α D)²`, the interaction energy is
negative at every sufficiently weak nonzero coupling. -/
theorem attractive_of_low_filling (D α f : ℝ) (hD : 0 < D)
    (hf : f * (2 + α * D) ^ 2 < (2 - α * D) ^ 2) :
    ∀ᶠ V in 𝓝[≠] (0 : ℝ), interactionEnergy D α f V < 0 := by
  have hL : -2 * (1 - f) * (1 / D + α ^ 2 * D / 4) + 2 * (1 + f) * α =
      (f * (2 + α * D) ^ 2 - (2 - α * D) ^ 2) / (2 * D) := by
    field_simp
    ring
  have h := hammer_norskov D α f hD
  rw [hL] at h
  filter_upwards [h.eventually_lt_const
    (div_neg_of_neg_of_pos (sub_neg.2 hf) (by positivity))] with V hV
  by_contra hn
  exact absurd hV (not_lt.2 (div_nonneg (not_lt.1 hn) (sq_nonneg V)))
```

## (i) When weak coupling repels

Let D > 0. Show that ΔE > 0 for all sufficiently small nonzero V if

f(2 + αD)² > (2 − αD)²

The coefficient written over 2D is now positive, so ΔE/V² is positive near V = 0, and ΔE with it. With a full upper level, f = 1, the condition becomes αD > 0: any positive α then makes weak coupling repulsive in this two-level model. If the two sides are equal, the V² term vanishes and the limit in (g) does not settle the sign; for α = 0 and f = 1, for example, ΔE is exactly zero.

The proof is that of (h) with the inequalities reversed, and `eventually_const_lt` takes the place of `eventually_lt_const`.

```lean
/-- For `D > 0` and a filling with `f (2 + α D)² > (2 - α D)²`, the interaction energy is
positive at every sufficiently weak nonzero coupling. -/
theorem repulsive_of_high_filling (D α f : ℝ) (hD : 0 < D)
    (hf : (2 - α * D) ^ 2 < f * (2 + α * D) ^ 2) :
    ∀ᶠ V in 𝓝[≠] (0 : ℝ), 0 < interactionEnergy D α f V := by
  have hL : -2 * (1 - f) * (1 / D + α ^ 2 * D / 4) + 2 * (1 + f) * α =
      (f * (2 + α * D) ^ 2 - (2 - α * D) ^ 2) / (2 * D) := by
    field_simp
    ring
  have h := hammer_norskov D α f hD
  rw [hL] at h
  filter_upwards [h.eventually_const_lt
    (div_pos (sub_pos.2 hf) (by positivity))] with V hV
  by_contra hn
  exact absurd hV (not_lt.2 (div_nonpos_of_nonpos_of_nonneg (not_lt.1 hn) (sq_nonneg V)))

end

end HammerNorskov
```

```lean
#print axioms HammerNorskov.lower_lt_upper
#print axioms HammerNorskov.hammer_norskov
#print axioms HammerNorskov.attractive_of_low_filling
#print axioms HammerNorskov.repulsive_of_high_filling
```

```
'HammerNorskov.lower_lt_upper' depends on axioms: [propext, Classical.choice, Quot.sound]
'HammerNorskov.hammer_norskov' depends on axioms: [propext, Classical.choice, Quot.sound]
'HammerNorskov.attractive_of_low_filling' depends on axioms: [propext, Classical.choice, Quot.sound]
'HammerNorskov.repulsive_of_high_filling' depends on axioms: [propext, Classical.choice, Quot.sound]
```
